# Binomial populations of a harmonic ladder decaying from level N

Take an oscillator prepared in its second excited level, which loses one quantum at a time. Level 1 decays at rate $A$ and level 2 at rate $2A$, so the populations obey

$$p_2' = -2A\,p_2,\qquad p_1' = A(2p_2 - p_1),\qquad p_0' = A\,p_1,$$

with $p_2(0)=1$ and $p_1(0)=p_0(0)=0$. This is the smallest ladder in which a level is both fed and drained. The top level is solved first: $p_2 = e^{-2At}$. Level 1 then has a known source, and the integrating factor $e^{At}$ gives

$$(e^{At}p_1)' = 2A\,e^{-At},\qquad p_1 = 2e^{-At}(1-e^{-At}).$$

Integrating $A\,p_1$ gives $p_0=(1-e^{-At})^2$. With $x=e^{-At}$, the three populations are $x^2$, $2x(1-x)$ and $(1-x)^2$, the terms of $(x+(1-x))^2$. The ladder in which level $k$ decays at rate $kA$, started in a single level $N$, has the same two features: it is solved from the top down, and its populations are binomial.

```lean
import Mathlib

open Filter Topology

namespace OscillatorLadderDecay

noncomputable section
```

## The binomial formula and the decay problem

Let $N$ be the level initially occupied, $k$ a level index and $t$ the time. The candidate solution is

$$P_k(t)=\binom{N}{k}e^{-kAt}\,(1-e^{-At})^{N-k}.$$

In the code this is `population A N k t`, with $A$ and $t$ real and $N$ and $k$ natural numbers. For $k>N$ the binomial coefficient vanishes, so levels above the initial one are empty.

```lean
/-- The binomial population of level `k` at time `t`, for a ladder with top level `N`
and decay constant `A`. -/
def population (A : ℝ) (N k : ℕ) (t : ℝ) : ℝ :=
  (N.choose k : ℝ) * Real.exp (-((k : ℝ) * A * t)) * (1 - Real.exp (-(A * t))) ^ (N - k)
```

An arbitrary family of populations $p_k(t)$ solves the decay problem when

$$p_k'(t)=A\big((k+1)\,p_{k+1}(t)-k\,p_k(t)\big),\qquad 0\le k\le N,\ t\ge 0,$$

with $p_{N+1}(t)=0$ for $t\ge0$, $p_N(0)=1$ and $p_k(0)=0$ for $k<N$. The constant $A$ stands for the spontaneous decay rate of the transition $1\to0$. The factor $k$ comes from a coupling linear in the oscillator coordinate: the squared matrix element between levels $k$ and $k-1$ is proportional to $k$, and the level spacing is the same for every step. These rates are put in as hypotheses; they are not derived from a coupling to the radiation field.

The structure `IsLadderDecay A N p` collects these conditions in its fields `rate`, `top` and `initial`. The derivative is taken within `Set.Ici 0`, the half-line $t\ge0$. It is therefore a right derivative at $t=0$ and an ordinary derivative at later times, and nothing is required of $p$ before the decay starts.

The equations describe the level populations of a single harmonic mode damped at zero temperature, in the memoryless approximation where the rates are constant in time. They contain no upward transitions, no anharmonicity and no coherences between levels. Within that model, the closed form can serve as a reference for a numerical integration of the rate equations.

```lean
/-- The decay problem on `t ≥ 0`: level `k` is fed from level `k + 1` at rate `(k + 1) A` and
drained at rate `k A`, level `N + 1` is empty, and all population starts in level `N`. -/
structure IsLadderDecay (A : ℝ) (N : ℕ) (p : ℕ → ℝ → ℝ) : Prop where
  rate : ∀ k ≤ N, ∀ t, 0 ≤ t →
    HasDerivWithinAt (p k) (A * (((k : ℝ) + 1) * p (k + 1) t - (k : ℝ) * p k t)) (Set.Ici 0) t
  top : ∀ t, 0 ≤ t → p (N + 1) t = 0
  initial : ∀ k ≤ N, p k 0 = if k = N then 1 else 0
```

## Survival of single quanta

Since $e^{-kAt}=(e^{-At})^k$, the formula can be written with $x=e^{-At}$ as

$$P_k=\binom{N}{k}x^k(1-x)^{N-k}.$$

For $A\ge0$ and $t\ge0$ this is the probability that exactly $k$ of $N$ quanta remain if each survives independently with probability $x$. The theorem states the algebraic identity, which holds for all real $A$ and $t$; the proof rewrites the exponential of a multiple as a power.

```lean
/-- The population of level `k` is the binomial expression `N.choose k * x ^ k * (1 - x) ^ (N - k)`
with `x = exp (-A t)`. -/
theorem population_eq_binomial (A : ℝ) (N k : ℕ) (t : ℝ) :
    population A N k t =
      (N.choose k : ℝ) * Real.exp (-(A * t)) ^ k * (1 - Real.exp (-(A * t))) ^ (N - k) := by
  have he : Real.exp (-((k : ℝ) * A * t)) = Real.exp (-(A * t)) ^ k := by
    rw [← Real.exp_nat_mul]
    congr 1
    ring
  simp only [population]
  rw [he]
```

## Gain and loss in every level

From $x'=-Ax$, the product rule gives, for $k<N$,

$$P_k'=-kA\,P_k+A\,(N-k)\binom{N}{k}x^{k+1}(1-x)^{N-k-1}.$$

The first term is the loss from level $k$. The second becomes the gain from level $k+1$ through the identity

$$(k+1)\binom{N}{k+1}=(N-k)\binom{N}{k},$$

which turns it into $A(k+1)P_{k+1}$. For $k=N$ the second term is absent, in agreement with $P_{N+1}=0$.

In the proof, `hx` and `hE` differentiate the two exponentials and `h` combines them by the product rule. The binomial identity is `hc`, and `he` splits one factor $e^{-At}$ off the exponential belonging to level $k+1$. The final `linear_combination` multiplies `hc` by the factor common to both sides and closes the remaining algebra. The result is a two-sided derivative at every real time.

```lean
/-- The binomial populations obey the rate equations of the ladder. -/
theorem hasDerivAt_population (A : ℝ) (N k : ℕ) (t : ℝ) :
    HasDerivAt (population A N k)
      (A * (((k : ℝ) + 1) * population A N (k + 1) t - (k : ℝ) * population A N k t)) t := by
  have hx : HasDerivAt (fun s : ℝ => Real.exp (-(A * s)))
      (Real.exp (-(A * t)) * (-(A * 1))) t :=
    (((hasDerivAt_id' t).const_mul A).fun_neg).exp
  have hE : HasDerivAt (fun s : ℝ => Real.exp (-((k : ℝ) * A * s)))
      (Real.exp (-((k : ℝ) * A * t)) * (-((k : ℝ) * A * 1))) t :=
    (((hasDerivAt_id' t).const_mul ((k : ℝ) * A)).fun_neg).exp
  have h := (hE.const_mul (N.choose k : ℝ)).fun_mul ((hx.const_sub 1).fun_pow (N - k))
  -- the binomial identity that produces the gain term from level `k + 1`
  have hc : (N.choose (k + 1) : ℝ) * ((k : ℝ) + 1) = (N.choose k : ℝ) * ((N - k : ℕ) : ℝ) := by
    exact_mod_cast Nat.choose_succ_right_eq N k
  have he : Real.exp (-(((k + 1 : ℕ) : ℝ) * A * t)) =
      Real.exp (-((k : ℝ) * A * t)) * Real.exp (-(A * t)) := by
    rw [← Real.exp_add]
    congr 1
    push_cast
    ring
  refine h.congr_deriv ?_
  simp only [population]
  rw [he, ← Nat.sub_sub N k 1]
  linear_combination (-(A * Real.exp (-((k : ℝ) * A * t)) * Real.exp (-(A * t)) *
    (1 - Real.exp (-(A * t))) ^ (N - k - 1))) * hc
```

At $t=0$ we have $x=1$. For $k<N$ the factor $(1-x)^{N-k}$ is a positive power of zero, so $P_k(0)=0$. For $k=N$ the exponent is zero and $P_N(0)=1$. The proof makes the same distinction between $k=N$ and $k<N$.

```lean
/-- At time zero the binomial populations are all in level `N`. -/
theorem population_initial (A : ℝ) (N k : ℕ) (hk : k ≤ N) :
    population A N k 0 = if k = N then 1 else 0 := by
  by_cases h : k = N
  · subst h
    simp [population]
  · have h' : N - k ≠ 0 := by omega
    rw [if_neg h]
    simp only [population, mul_zero, neg_zero, Real.exp_zero, sub_self]
    rw [zero_pow h', mul_zero]
```

## A decaying difference that starts at zero

Uniqueness rests on one scalar equation. Let $d'=-c\,d$ for $t\ge0$, with $d(0)=0$ and $c$ any real constant. Then

$$(e^{ct}d)'=e^{ct}(c\,d-c\,d)=0,$$

so $e^{ct}d(t)$ keeps its initial value, zero. The exponential is never zero, hence $d(t)=0$.

The derivative computation is `hg`. The Mathlib lemma `constant_of_has_deriv_right_zero` then says that a continuous function on an interval with vanishing right derivative is constant, which suits a problem posed on a half-line. The last line inserts $d(0)=0$ and cancels the exponential.

```lean
/-- A quantity that obeys `d' = -c d` for `t ≥ 0` and starts at zero stays zero. -/
theorem eq_zero_of_linear_decay (c : ℝ) (d : ℝ → ℝ)
    (h : ∀ t, 0 ≤ t → HasDerivWithinAt d (-(c * d t)) (Set.Ici 0) t) (h0 : d 0 = 0)
    (t : ℝ) (ht : 0 ≤ t) : d t = 0 := by
  -- the integrating factor makes `exp (c t) * d t` constant
  have hg : ∀ s, 0 ≤ s →
      HasDerivWithinAt (fun u => Real.exp (c * u) * d u) 0 (Set.Ici 0) s := by
    intro s hs
    have he : HasDerivAt (fun u : ℝ => Real.exp (c * u)) (Real.exp (c * s) * (c * 1)) s :=
      ((hasDerivAt_id' s).const_mul c).exp
    exact (he.hasDerivWithinAt.fun_mul (h s hs)).congr_deriv (by ring)
  have key := constant_of_has_deriv_right_zero
    (f := fun u => Real.exp (c * u) * d u) (a := 0) (b := t)
    (fun s hs => ((hg s hs.1).continuousWithinAt).mono (fun u hu => hu.1))
    (fun s hs => (hg s hs.1).mono (Set.Ici_subset_Ici.2 hs.1)) t ⟨ht, le_rfl⟩
  simpa [h0, Real.exp_ne_zero] using key
```

## Descending from the empty level

Let $p$ be any solution and set $\delta_k=p_k-P_k$. Both families obey the same linear rate equations, so

$$\delta_k'=A\big((k+1)\,\delta_{k+1}-k\,\delta_k\big),\qquad \delta_k(0)=0,\qquad 0\le k\le N.$$

At the top, $\delta_{N+1}=0$ because both populations vanish there. If $\delta_{k+1}=0$ for all $t\ge0$, the source disappears and $\delta_k'=-kA\,\delta_k$. The scalar result with $c=kA$ gives $\delta_k=0$. Repeating the step reaches every level down to the ground level, where $c=0$ and the difference is simply constant.

The theorem states this as an equivalence: `p` satisfies `IsLadderDecay A N p` exactly when $p_k(t)=P_k(t)$ for all $k\le N+1$ and $t\ge0$. Read from left to right, it is uniqueness. Read from right to left with $p=P$, it says that the binomial populations are a solution. Values of `p` at negative times or above level $N+1$ remain free, since the problem does not mention them. No sign of $A$ is needed, although for $N\ge1$ the populations are physical probabilities on $t\ge0$ only if $A\ge0$. The smallest ladder allowed is $N=0$, for which the formula gives $P_0=1$ at all times: an oscillator in its ground level stays there.

In the proof, `main` is an induction on `j`, the number of steps from level $k$ up to the empty level $N+1$. Its `zero` case uses the field `top`. Its `succ` case forms the difference, removes the source with the induction hypothesis `ih`, and applies `eq_zero_of_linear_decay`. The converse transfers the rate equation and the initial values from the formula to `p`, which agrees with it on the half-line.

```lean
/-- Populations solve the ladder decay problem if and only if, in every level `k ≤ N + 1`, they are
the binomial ones at all times `t ≥ 0`. -/
theorem isLadderDecay_iff (A : ℝ) (N : ℕ) (p : ℕ → ℝ → ℝ) :
    IsLadderDecay A N p ↔ ∀ k ≤ N + 1, ∀ t, 0 ≤ t → p k t = population A N k t := by
  have htop : ∀ t, population A N (N + 1) t = 0 := by
    intro t
    simp [population]
  constructor
  · intro hp
    -- descend the ladder from the empty level `N + 1`
    have main : ∀ j k : ℕ, k + j = N + 1 → ∀ t, 0 ≤ t → p k t = population A N k t := by
      intro j
      induction j with
      | zero =>
        intro k hk t ht
        have hk' : k = N + 1 := by omega
        rw [hk', hp.top t ht, htop t]
      | succ j ih =>
        intro k hk t ht
        have hkN : k ≤ N := by omega
        have hd : ∀ s, 0 ≤ s → HasDerivWithinAt (fun u => p k u - population A N k u)
            (-(((k : ℝ) * A) * (p k s - population A N k s))) (Set.Ici 0) s := by
          intro s hs
          refine ((hp.rate k hkN s hs).fun_sub
            (hasDerivAt_population A N k s).hasDerivWithinAt).congr_deriv ?_
          rw [ih (k + 1) (by omega) s hs]
          ring
        have h0 : p k 0 - population A N k 0 = 0 := by
          rw [hp.initial k hkN, population_initial A N k hkN, sub_self]
        exact sub_eq_zero.mp (eq_zero_of_linear_decay ((k : ℝ) * A)
          (fun u => p k u - population A N k u) hd h0 t ht)
    intro k hk
    exact main (N + 1 - k) k (by omega)
  · intro h
    refine ⟨?_, ?_, ?_⟩
    · intro k hk t ht
      rw [h (k + 1) (by omega) t ht, h k (by omega) t ht]
      exact (hasDerivAt_population A N k t).hasDerivWithinAt.congr
        (fun s hs => h k (by omega) s hs) (h k (by omega) t ht)
    · intro t ht
      rw [h (N + 1) le_rfl t ht, htop t]
    · intro k hk
      rw [h k (by omega) 0 le_rfl, population_initial A N k hk]
```

The same argument by hand, which the code does not carry out, treats a ladder whose initial population is spread over levels $0,\dots,N$ with weights $q_n$. By linearity the solution is

$$p_k(t)=\sum_{n=k}^{N}q_n\binom{n}{k}x^k(1-x)^{n-k},$$

and the descent from the empty level again shows that there is no other.

## Total population and mean number of quanta

The binomial theorem applied to $x+(1-x)=1$ gives

$$\sum_{k=0}^{N}P_k(t)=\big(x+(1-x)\big)^N=1.$$

In Lean the sum runs over `Finset.range (N + 1)`, which is the set $0,\dots,N$. The expansion is `add_pow`, and the summands are matched through `population_eq_binomial`.

```lean
/-- The total population of the ladder is one at every time. -/
theorem sum_population (A : ℝ) (N : ℕ) (t : ℝ) :
    ∑ k ∈ Finset.range (N + 1), population A N k t = 1 := by
  have h := add_pow (Real.exp (-(A * t))) (1 - Real.exp (-(A * t))) N
  rw [add_sub_cancel, one_pow] at h
  refine (Finset.sum_congr rfl fun k _ => ?_).trans h.symm
  rw [population_eq_binomial]
  ring
```

For the mean number of quanta, write $P^{(N)}_k$ to show the initial level. When $N=n+1$, the identity $(k+1)\binom{n+1}{k+1}=(n+1)\binom{n}{k}$ gives

$$(k+1)\,P^{(n+1)}_{k+1}=(n+1)\,x\,P^{(n)}_k.$$

The level $k=0$ contributes nothing to the mean. Summing the other levels and using the normalisation of the shorter ladder gives

$$\sum_{k=0}^{N}k\,P_k(t)=N\,e^{-At}.$$

For $N=0$ both sides vanish. The top level empties at rate $NA$, but the mean excitation energy, which is proportional to the mean number of quanta, decays at rate $A$ for every $N\ge1$.

The proof treats $N=0$ separately. For $N=n+1$, `hstep` is the displayed reduction to the shorter ladder, `Finset.sum_range_succ'` separates the level $k=0$, and `sum_population` evaluates what is left.

```lean
/-- The mean number of quanta at time `t` is `N exp (-A t)`. -/
theorem mean_quanta (A : ℝ) (N : ℕ) (t : ℝ) :
    ∑ k ∈ Finset.range (N + 1), (k : ℝ) * population A N k t = N * Real.exp (-(A * t)) := by
  cases N with
  | zero => simp
  | succ n =>
    -- weighting by `k` reduces the ladder to one with a level fewer
    have hstep : ∀ k : ℕ, ((k + 1 : ℕ) : ℝ) * population A (n + 1) (k + 1) t =
        ((n + 1 : ℕ) : ℝ) * Real.exp (-(A * t)) * population A n k t := by
      intro k
      have hc : ((n : ℝ) + 1) * (n.choose k : ℝ) =
          ((n + 1).choose (k + 1) : ℝ) * ((k : ℝ) + 1) := by
        exact_mod_cast Nat.add_one_mul_choose_eq n k
      have hs : n + 1 - (k + 1) = n - k := by omega
      rw [population_eq_binomial, population_eq_binomial, hs]
      push_cast
      linear_combination (-(Real.exp (-(A * t)) ^ (k + 1) *
        (1 - Real.exp (-(A * t))) ^ (n - k))) * hc
    rw [Finset.sum_range_succ', Finset.sum_congr rfl (fun k _ => hstep k),
      ← Finset.mul_sum, sum_population]
    simp
```

## Long times

For $A>0$ the survival probability $x=e^{-At}$ tends to zero as $t\to\infty$. Therefore

$$P_k(t)\to\binom{N}{k}\,0^k\,1^{N-k},$$

which is 1 for $k=0$, with $0^0=1$, and 0 for every other $k$. All population ends in the ground level. This is the one theorem here that assumes $A>0$: for $A=0$ the populations stay at their initial values.

The proof obtains the limit of $x$ as `hx`, carries it through the powers and products in `h`, and evaluates the limiting expression in `hl`.

```lean
/-- For a positive decay constant, the population of the ground level tends to one and that of
every other level to zero at long times. -/
theorem tendsto_population (A : ℝ) (hA : 0 < A) (N k : ℕ) :
    Tendsto (population A N k) atTop (𝓝 (if k = 0 then 1 else 0)) := by
  have hx : Tendsto (fun t : ℝ => Real.exp (-(A * t))) atTop (𝓝 0) :=
    Real.tendsto_exp_neg_atTop_nhds_zero.comp (tendsto_id.const_mul_atTop hA)
  have h := ((hx.pow k).const_mul (N.choose k : ℝ)).mul
    (((tendsto_const_nhds (x := (1 : ℝ))).sub hx).pow (N - k))
  have hl : (N.choose k : ℝ) * 0 ^ k * (1 - 0) ^ (N - k) = if k = 0 then 1 else 0 := by
    by_cases hk : k = 0
    · subst hk
      simp
    · simp [hk]
  rw [hl] at h
  exact h.congr (fun t => (population_eq_binomial A N k t).symm)

end

end OscillatorLadderDecay
```

```lean
#print axioms OscillatorLadderDecay.isLadderDecay_iff
#print axioms OscillatorLadderDecay.mean_quanta
#print axioms OscillatorLadderDecay.tendsto_population
```

```
'OscillatorLadderDecay.isLadderDecay_iff' depends on axioms: [propext, Classical.choice, Quot.sound]
'OscillatorLadderDecay.mean_quanta' depends on axioms: [propext, Classical.choice, Quot.sound]
'OscillatorLadderDecay.tendsto_population' depends on axioms: [propext, Classical.choice, Quot.sound]
```
